# The determinant energy is unchanged when the occupied orbitals are mixed by a unitary matrix

## Does it matter which orbitals I pick for the occupied space?

Let $V$ be a finite-dimensional complex inner-product space of spin orbitals, $h$ a one-body operator on $V$, and $g$ a two-body operator on $V\otimes V$. For $n$ occupied orthonormal orbitals $\varphi_i$, I write the energy of their Slater determinant as

$$E[\varphi]=\sum_i\langle\varphi_i,h\varphi_i\rangle+\tfrac12\sum_{ij}\Big(\langle\varphi_i\otimes\varphi_j,\,g\,(\varphi_i\otimes\varphi_j)\rangle-\langle\varphi_i\otimes\varphi_j,\,g\,(\varphi_j\otimes\varphi_i)\rangle\Big).$$

I rely on the fact that $E$ stays the same when I mix the $\varphi_i$ among themselves by any $n\times n$ unitary matrix. I would like to see a complete proof, with every index in place, that a machine has checked. Does it need $h$ or $g$ to be Hermitian?

## Only the occupied subspace matters

The inner product is antilinear in its first argument. A matrix $U$ mixes the orbitals by

$$\varphi'_i=\sum_j U_{ji}\,\varphi_j ,$$

so column $i$ of $U$ holds the coefficients of the new orbital $i$. Unitary means $UU^\dagger=U^\dagger U=1$. Neither operator has to be Hermitian, $g$ need not be symmetric under particle exchange, and $V$ may have any dimension.

### One sum, used once per electron

Let $B(u,v)$ be any form that is antilinear in $u$ and linear in $v$. Expanding both arguments gives

$$\sum_i B(\varphi'_i,\varphi'_i)=\sum_{jk}\Big(\sum_i U_{ki}\overline{U_{ji}}\Big)B(\varphi_j,\varphi_k)=\sum_j B(\varphi_j,\varphi_j),$$

because the bracket is $(UU^\dagger)_{kj}=\delta_{kj}$. With $B(u,v)=\langle u,hv\rangle$, this settles the one-body term.

For the pair terms, take any operator $G$ on $V\otimes V$. Fix the first particle in a state $x$ and use $B(u,v)=\langle x\otimes u,G(x\otimes v)\rangle$. With $x=\varphi'_i$, this replaces $\varphi'_j$ by $\varphi_j$ in the second factor. Then fix the second particle in $y=\varphi_j$ and treat the first in the same way. The result is

$$\sum_{ij}\langle\varphi'_i\otimes\varphi'_j,G(\varphi'_i\otimes\varphi'_j)\rangle=\sum_{ij}\langle\varphi_i\otimes\varphi_j,G(\varphi_i\otimes\varphi_j)\rangle .$$

The choice $G=g$ gives the Coulomb sum. For exchange, let $P$ be the swap, $P(u\otimes v)=v\otimes u$. Then $g(\varphi_j\otimes\varphi_i)=gP(\varphi_i\otimes\varphi_j)$, and $G=gP$ gives the exchange sum. All three parts of $E$ are therefore unchanged separately.

### From matrices to subspaces, and back

If the $\varphi_i$ are orthonormal, then

$$\langle\varphi'_i,\varphi'_k\rangle=\sum_j\overline{U_{ji}}\,U_{jk}=(U^\dagger U)_{ik}=\delta_{ik},$$

so the mixed orbitals are again orthonormal.

Now let $\psi_i$ be a second orthonormal set with the same span. Each $\psi_i$ is a combination of the $\varphi_j$ with coefficients $U_{ji}=\langle\varphi_j,\psi_i\rangle$. Orthonormality of the $\psi_i$ reads $U^\dagger U=1$, and since $U$ is square it is unitary. Hence $E[\psi]=E[\varphi]$.

Conversely, suppose that mixing orthonormal orbitals by a matrix $A$ leaves the value of the formula $E$ unchanged for every $h$, with $g=0$. Test it with $h=|\varphi_a\rangle\langle\varphi_b|$. For the original orbitals the value is $\sum_i\langle\varphi_b,\varphi_i\rangle\langle\varphi_i,\varphi_a\rangle=\delta_{ba}$. For the mixed ones it is $\sum_i A_{bi}\overline{A_{ai}}=(AA^\dagger)_{ba}$. So $AA^\dagger=1$.

### Without unitarity or orthonormality

Take one unit vector $\varphi_1$, $h=1$ and $g=0$. Mixing by the $1\times1$ matrix $(2)$ gives $2\varphi_1$, and $E$ rises from $1$ to $4$. The span is the same, so equal spans alone do not fix the value of the formula. The physical state has not changed: $2\varphi_1$ is merely not normalised, and for such a vector the formula $E$ is not the energy.

Normalisation alone is not enough. With two orthonormal orbitals, $h=|\varphi_1\rangle\langle\varphi_1|$ and $g=0$, the non-unitary choice $\varphi'_1=\varphi_1$, $\varphi'_2=(\varphi_1+\varphi_2)/\sqrt2$ changes $E$ from $1$ to $3/2$. The new determinant is a nonzero multiple of the old one, so the state is again the same, but the formula, which assumes orthonormal orbitals, no longer gives its energy.

The converse is proved here for orthonormal $\varphi_i$; linear independence would be enough. It fails for arbitrary vectors: if $n=1$ and $\varphi_1=0$, which is not a physical state, every $A$ leaves the value of $E$ at zero.

### What the Lean theorems say

The orbitals are a family `φ : ι → V`, where the finite type `ι` labels the occupied spin orbitals and $n$ is its number of elements. The operators `h` and `g` are linear maps on `V` and on `V ⊗[ℂ] V`, and `mix U φ` and `energy h g φ` are the two formulas above.

- `energy_mix` is the invariance. Its only hypothesis is that `U` lies in `Matrix.unitaryGroup ι ℂ`; the orbitals may be arbitrary vectors.
- `orthonormal_mix` says that unitary mixing preserves orthonormality.
- `energy_eq_of_span_eq` says that two orthonormal families with equal spans have equal energies.
- `unitary_of_energy_mix` is the converse. Its hypothesis ranges over all linear `h`, including non-Hermitian ones. Here "energy" means the value of the formula; the true energy of the determinant is unchanged by any invertible mixing, unitary or not.

The energy is defined by its formula. The Slater–Condon step, which obtains that formula as the expectation value of a many-electron Hamiltonian in a normalised determinant, is taken as the starting point, and it is there that the orbitals must be orthonormal.

The operators are defined everywhere, and the tensor product is algebraic: its elements are finite sums of products. Multiplication by $1/r_{12}$ does not in general map such sums to such sums, so for real electrons the natural reading is a finite orbital basis with the operators projected onto it.

In that finite-basis, single-determinant setting, the result lets one pass from canonical to orthonormal localised occupied orbitals without changing the Hartree–Fock energy.

```lean
import Mathlib

open scoped TensorProduct ComplexConjugate

namespace OrbitalRotation

noncomputable section

variable {V : Type*} [NormedAddCommGroup V] [InnerProductSpace ℂ V]
variable {ι : Type*} [Fintype ι]

/-- The mixed orbitals `φ'_i = ∑_j U_ji φ_j`. -/
def mix (U : Matrix ι ι ℂ) (φ : ι → V) (i : ι) : V := ∑ j, U j i • φ j

/-- The determinant energy expression: the one-body sum plus half the sum over pairs of
Coulomb minus exchange terms, for a one-body operator `h` and a two-body operator `g`. -/
def energy (h : V →ₗ[ℂ] V) (g : V ⊗[ℂ] V →ₗ[ℂ] V ⊗[ℂ] V) (φ : ι → V) : ℂ :=
  (∑ i, inner ℂ (φ i) (h (φ i))) +
    (1 / 2) * ∑ i, ∑ j,
      (inner ℂ (φ i ⊗ₜ[ℂ] φ j) (g (φ i ⊗ₜ[ℂ] φ j)) -
        inner ℂ (φ i ⊗ₜ[ℂ] φ j) (g (φ j ⊗ₜ[ℂ] φ i)))

variable [DecidableEq ι]

/-- The sum of the diagonal values of a sesquilinear form over the orbitals is unchanged
when the orbitals are mixed by a unitary matrix. -/
theorem sum_form_mix (B : V →ₗ⋆[ℂ] V →ₗ[ℂ] ℂ) {U : Matrix ι ι ℂ}
    (hU : U ∈ Matrix.unitaryGroup ι ℂ) (φ : ι → V) :
    ∑ i, B (mix U φ i) (mix U φ i) = ∑ i, B (φ i) (φ i) := by
  -- the rows of a unitary matrix are orthonormal
  have hrow : ∀ j k, ∑ i, U k i * conj (U j i) = if k = j then 1 else 0 := by
    intro j k
    have h := congrFun (congrFun (Matrix.mem_unitaryGroup_iff.mp hU) k) j
    simpa [Matrix.mul_apply, Matrix.star_apply, Matrix.one_apply] using h
  have e1 : ∀ i y, B (mix U φ i) y = ∑ j, conj (U j i) * B (φ j) y := by
    intro i y
    simp [mix, map_sum, LinearMap.sum_apply]
  have e2 : ∀ i x, B x (mix U φ i) = ∑ k, U k i * B x (φ k) := by
    intro i x
    simp [mix, map_sum]
  calc ∑ i, B (mix U φ i) (mix U φ i)
      = ∑ i, ∑ j, ∑ k, (U k i * conj (U j i)) * B (φ j) (φ k) := by
        refine Finset.sum_congr rfl fun i _ => ?_
        rw [e1]
        refine Finset.sum_congr rfl fun j _ => ?_
        rw [e2, Finset.mul_sum]
        refine Finset.sum_congr rfl fun k _ => ?_
        ring
    _ = ∑ j, ∑ k, (∑ i, U k i * conj (U j i)) * B (φ j) (φ k) := by
        rw [Finset.sum_comm]
        refine Finset.sum_congr rfl fun j _ => ?_
        rw [Finset.sum_comm]
        simp only [Finset.sum_mul]
    _ = ∑ i, B (φ i) (φ i) := by
        simp only [hrow, ite_mul, one_mul, zero_mul, Finset.sum_ite_eq',
          Finset.mem_univ, if_true]

/-- For any operator `G` on the two-particle space, the sum of the diagonal values `⟨x, G x⟩` over
all products `x = φ_i ⊗ φ_j` is unchanged by a unitary mixing of the orbitals. -/
theorem sum_pair_mix (G : V ⊗[ℂ] V →ₗ[ℂ] V ⊗[ℂ] V) {U : Matrix ι ι ℂ}
    (hU : U ∈ Matrix.unitaryGroup ι ℂ) (φ : ι → V) :
    ∑ i, ∑ j, inner ℂ (mix U φ i ⊗ₜ[ℂ] mix U φ j) (G (mix U φ i ⊗ₜ[ℂ] mix U φ j)) =
      ∑ i, ∑ j, inner ℂ (φ i ⊗ₜ[ℂ] φ j) (G (φ i ⊗ₜ[ℂ] φ j)) := by
  -- mix the orbitals of the second particle, the first one being in a fixed state `x`
  have right : ∀ x : V,
      ∑ j, inner ℂ (x ⊗ₜ[ℂ] mix U φ j) (G (x ⊗ₜ[ℂ] mix U φ j)) =
        ∑ j, inner ℂ (x ⊗ₜ[ℂ] φ j) (G (x ⊗ₜ[ℂ] φ j)) := fun x =>
    sum_form_mix (LinearMap.mk₂'ₛₗ (starRingEnd ℂ) (RingHom.id ℂ)
      (fun u v => inner ℂ (x ⊗ₜ[ℂ] u) (G (x ⊗ₜ[ℂ] v)))
      (by intros; simp only [TensorProduct.tmul_add, inner_add_left])
      (by intros; simp only [TensorProduct.tmul_smul, smul_eq_mul]
          exact inner_smul_left (𝕜 := ℂ) (E := V ⊗[ℂ] V) _ _ _)
      (by intros; simp only [TensorProduct.tmul_add, map_add, inner_add_right])
      (by intros; simp only [TensorProduct.tmul_smul, map_smul, smul_eq_mul, RingHom.id_apply]
          exact inner_smul_right (𝕜 := ℂ) (E := V ⊗[ℂ] V) _ _ _)) hU φ
  -- the same for the first particle
  have left : ∀ y : V,
      ∑ i, inner ℂ (mix U φ i ⊗ₜ[ℂ] y) (G (mix U φ i ⊗ₜ[ℂ] y)) =
        ∑ i, inner ℂ (φ i ⊗ₜ[ℂ] y) (G (φ i ⊗ₜ[ℂ] y)) := fun y =>
    sum_form_mix (LinearMap.mk₂'ₛₗ (starRingEnd ℂ) (RingHom.id ℂ)
      (fun u v => inner ℂ (u ⊗ₜ[ℂ] y) (G (v ⊗ₜ[ℂ] y)))
      (by intros; simp only [TensorProduct.add_tmul, inner_add_left])
      (by intros; simp only [← TensorProduct.smul_tmul', smul_eq_mul]
          exact inner_smul_left (𝕜 := ℂ) (E := V ⊗[ℂ] V) _ _ _)
      (by intros; simp only [TensorProduct.add_tmul, map_add, inner_add_right])
      (by intros; simp only [← TensorProduct.smul_tmul', map_smul, smul_eq_mul, RingHom.id_apply]
          exact inner_smul_right (𝕜 := ℂ) (E := V ⊗[ℂ] V) _ _ _)) hU φ
  calc ∑ i, ∑ j, inner ℂ (mix U φ i ⊗ₜ[ℂ] mix U φ j) (G (mix U φ i ⊗ₜ[ℂ] mix U φ j))
      = ∑ i, ∑ j, inner ℂ (mix U φ i ⊗ₜ[ℂ] φ j) (G (mix U φ i ⊗ₜ[ℂ] φ j)) :=
        Finset.sum_congr rfl fun i _ => right (mix U φ i)
    _ = ∑ j, ∑ i, inner ℂ (mix U φ i ⊗ₜ[ℂ] φ j) (G (mix U φ i ⊗ₜ[ℂ] φ j)) :=
        Finset.sum_comm
    _ = ∑ j, ∑ i, inner ℂ (φ i ⊗ₜ[ℂ] φ j) (G (φ i ⊗ₜ[ℂ] φ j)) :=
        Finset.sum_congr rfl fun j _ => left (φ j)
    _ = ∑ i, ∑ j, inner ℂ (φ i ⊗ₜ[ℂ] φ j) (G (φ i ⊗ₜ[ℂ] φ j)) := Finset.sum_comm

/-- The determinant energy is unchanged when the occupied orbitals are mixed by a
unitary matrix. -/
theorem energy_mix (h : V →ₗ[ℂ] V) (g : V ⊗[ℂ] V →ₗ[ℂ] V ⊗[ℂ] V) {U : Matrix ι ι ℂ}
    (hU : U ∈ Matrix.unitaryGroup ι ℂ) (φ : ι → V) :
    energy h g (mix U φ) = energy h g φ := by
  have h1 : ∑ i, inner ℂ (mix U φ i) (h (mix U φ i)) = ∑ i, inner ℂ (φ i) (h (φ i)) :=
    sum_form_mix (LinearMap.mk₂'ₛₗ (starRingEnd ℂ) (RingHom.id ℂ)
      (fun u v => inner ℂ u (h v))
      (by intros; simp only [inner_add_left])
      (by intros; simp only [inner_smul_left, smul_eq_mul])
      (by intros; simp only [map_add, inner_add_right])
      (by intros; simp only [map_smul, inner_smul_right, smul_eq_mul,
            RingHom.id_apply])) hU φ
  have hJ := sum_pair_mix g hU φ
  -- exchange is the Coulomb-type sum of `g` composed with the particle swap
  have hK := sum_pair_mix (g ∘ₗ (TensorProduct.comm ℂ V V).toLinearMap) hU φ
  simp only [LinearMap.comp_apply, LinearEquiv.coe_coe, TensorProduct.comm_tmul] at hK
  simp only [energy, Finset.sum_sub_distrib, h1, hJ, hK]

/-- Orthonormal orbitals mixed by a unitary matrix are again orthonormal. -/
theorem orthonormal_mix {U : Matrix ι ι ℂ} (hU : U ∈ Matrix.unitaryGroup ι ℂ)
    {φ : ι → V} (hφ : Orthonormal ℂ φ) : Orthonormal ℂ (mix U φ) := by
  rw [orthonormal_iff_ite]
  intro i k
  have h := congrFun (congrFun (Matrix.mem_unitaryGroup_iff'.mp hU) i) k
  have e : inner ℂ (mix U φ i) (mix U φ k) = ∑ j, conj (U j i) * U j k :=
    hφ.inner_sum (fun j => U j i) (fun j => U j k) Finset.univ
  rw [e]
  simpa [Matrix.mul_apply, Matrix.star_apply, Matrix.one_apply] using h

/-- Two orthonormal sets of orbitals that span the same occupied subspace have the same
determinant energy. -/
theorem energy_eq_of_span_eq (h : V →ₗ[ℂ] V) (g : V ⊗[ℂ] V →ₗ[ℂ] V ⊗[ℂ] V)
    {φ ψ : ι → V} (hφ : Orthonormal ℂ φ) (hψ : Orthonormal ℂ ψ)
    (hs : Submodule.span ℂ (Set.range ψ) = Submodule.span ℂ (Set.range φ)) :
    energy h g ψ = energy h g φ := by
  -- the mixing matrix is the matrix of overlaps
  let U : Matrix ι ι ℂ := fun j i => inner ℂ (φ j) (ψ i)
  have hmix : mix U φ = ψ := by
    funext i
    have hi : ψ i ∈ Submodule.span ℂ (Set.range φ) :=
      hs ▸ Submodule.subset_span (Set.mem_range_self i)
    obtain ⟨c, hc⟩ := (Submodule.mem_span_range_iff_exists_fun ℂ).mp hi
    have hcoef : ∀ j, U j i = c j := by
      intro j
      change inner ℂ (φ j) (ψ i) = c j
      rw [← hc]
      exact hφ.inner_right_fintype c j
    simp only [mix, hcoef, hc]
  have hU : U ∈ Matrix.unitaryGroup ι ℂ := by
    rw [Matrix.mem_unitaryGroup_iff']
    ext i k
    have e : inner ℂ (mix U φ i) (mix U φ k) = ∑ j, conj (U j i) * U j k :=
      hφ.inner_sum (fun j => U j i) (fun j => U j k) Finset.univ
    rw [hmix, orthonormal_iff_ite.mp hψ i k] at e
    rw [Matrix.mul_apply, Matrix.one_apply, e]
    rfl
  rw [← energy_mix h g hU φ, hmix]

/-- If mixing orthonormal orbitals by a matrix `A` leaves the energy unchanged for every
one-body operator, with no two-body interaction, then `A` is unitary. -/
theorem unitary_of_energy_mix {φ : ι → V} (hφ : Orthonormal ℂ φ) (A : Matrix ι ι ℂ)
    (H : ∀ h : V →ₗ[ℂ] V, energy h 0 (mix A φ) = energy h 0 φ) :
    A ∈ Matrix.unitaryGroup ι ℂ := by
  rw [Matrix.mem_unitaryGroup_iff]
  ext b a
  -- test with the transition operator `|φ_a⟩⟨φ_b|`
  have hE := H ((innerₛₗ ℂ (φ b)).smulRight (φ a))
  have key : ∀ χ : ι → V, energy ((innerₛₗ ℂ (φ b)).smulRight (φ a)) 0 χ =
      ∑ i, inner ℂ (φ b) (χ i) * inner ℂ (χ i) (φ a) := by
    intro χ
    simp [energy]
  have hb : ∀ i, inner ℂ (φ b) (mix A φ i) = A b i := fun i =>
    hφ.inner_right_fintype (fun j => A j i) b
  have ha : ∀ i, inner ℂ (mix A φ i) (φ a) = conj (A a i) := fun i =>
    hφ.inner_left_fintype (fun j => A j i) a
  rw [key, key] at hE
  simp only [ha, hb, orthonormal_iff_ite.mp hφ] at hE
  rw [Matrix.mul_apply, Matrix.one_apply]
  simpa [Matrix.star_apply] using hE

end

end OrbitalRotation
```

```lean
#print axioms OrbitalRotation.energy_mix
#print axioms OrbitalRotation.orthonormal_mix
#print axioms OrbitalRotation.energy_eq_of_span_eq
#print axioms OrbitalRotation.unitary_of_energy_mix
```

```
'OrbitalRotation.energy_mix' depends on axioms: [propext, Classical.choice, Quot.sound]
'OrbitalRotation.orthonormal_mix' depends on axioms: [propext, Classical.choice, Quot.sound]
'OrbitalRotation.energy_eq_of_span_eq' depends on axioms: [propext, Classical.choice, Quot.sound]
'OrbitalRotation.unitary_of_energy_mix' depends on axioms: [propext, Classical.choice, Quot.sound]
```

### How the Lean proof tracks the indices

`sum_form_mix` is the calculation with the form $B$. The fact `hrow` extracts $\sum_i U_{ki}\overline{U_{ji}}=\delta_{kj}$ from $UU^\dagger=1$. The facts `e1` and `e2` expand the first and second argument, with the complex conjugate appearing only in the first. In the `calc` block, `Finset.sum_comm` moves the sum over `i` inside, and the Kronecker delta then removes one of the remaining sums.

`sum_pair_mix` applies this lemma twice. Its facts `right` and `left` mix the second and the first particle while the other stays in a fixed state. Each time, `LinearMap.mk₂'ₛₗ` builds the form from a formula and four short proofs: additivity and scaling in each argument. The final `calc` block uses `right`, exchanges the two sums, uses `left`, and exchanges them back.

In `energy_mix`, the facts `h1`, `hJ` and `hK` are the one-body, Coulomb and exchange sums. The swap $P$ is `TensorProduct.comm`, composed with `g` for `hK`. The last line splits the sum of differences and substitutes all three.

`orthonormal_mix` uses the other unitarity relation, $U^\dagger U=1$, through `Matrix.mem_unitaryGroup_iff'`. `energy_eq_of_span_eq` defines `U` as the overlap matrix, shows in `hmix` that it turns `φ` into `ψ`, and shows in `hU` that it is unitary. The claim is then an instance of `energy_mix`.

In `unitary_of_energy_mix`, the test operator $|\varphi_a\rangle\langle\varphi_b|$ is written `(innerₛₗ ℂ (φ b)).smulRight (φ a)`. The fact `key` evaluates its energy for any family of orbitals, while `hb` and `ha` read off the overlaps $A_{bi}$ and $\overline{A_{ai}}$. The assumed equality of energies then becomes the entry $(b,a)$ of $AA^\dagger=1$.
